# The trace of a product of pure-state projectors is the cyclic product of overlaps

**Question**

For unit vectors $u_0,\dots,u_N$ in $\mathbb C^n$ and $P_j=|u_j\rangle\langle u_j|$,
$$\operatorname{tr}(P_0P_1\cdots P_N)=\prod_{j=0}^{N}\langle u_j,u_{j+1}\rangle,\qquad u_{N+1}=u_0.$$
If the right-hand side is non-zero, its phase is the discrete Berry phase, up to a sign convention. The left-hand side contains only projectors, so the arbitrary phases of the vectors should be irrelevant. Can this be made rigorous and machine-checked, including the step that closes the loop?

**Answer**

Yes. The identity follows from two rules for transition operators, and it holds even without normalisation.

### Contracting the projectors

With $\langle u,v\rangle=\sum_k\bar u_kv_k$, the matrix elements are $(|a\rangle\langle b|)_{ij}=a_i\bar b_j$. Therefore
$$\bigl(|a\rangle\langle b|\,|c\rangle\langle d|\bigr)_{ij}=\sum_k a_i\bar b_kc_k\bar d_j=\langle b,c\rangle\,a_i\bar d_j,$$
$$\operatorname{tr}|a\rangle\langle b|=\sum_i a_i\bar b_i=\langle b,a\rangle.$$

The first rule gives, by induction on the number of states,
$$P_0\cdots P_N=\Bigl(\prod_{j=0}^{N-1}\langle u_j,u_{j+1}\rangle\Bigr)|u_0\rangle\langle u_N|.$$
For $N=0$ the product of overlaps is empty, hence 1, and both sides are $P_0$. For a longer chain, apply the formula to $P_1\cdots P_N$, which ends in $|u_1\rangle\langle u_N|$. Multiplying by $P_0$ from the left contributes $\langle u_0,u_1\rangle$ and leaves $|u_0\rangle\langle u_N|$. The trace then supplies the closing overlap $\langle u_N,u_0\rangle$.

If $u$ is replaced by $cu$ with $|c|=1$, its projector has entries $cu_i\,\bar c\bar u_j=u_i\bar u_j$. Every $P_j$ is unchanged, hence so are the trace and the overlap product.

### The checked file

In Lean 4 with Mathlib:

```lean
import Mathlib

open Matrix

namespace ProjectorLoopTrace

noncomputable section

variable {n : Type*} [Fintype n]

/-- The overlap `<u, v>` of two state vectors, conjugate-linear in the first. -/
def overlap (u v : n → ℂ) : ℂ := star u ⬝ᵥ v

/-- The transition operator `|a><b|`. -/
def ketBra (a b : n → ℂ) : Matrix n n ℂ := Matrix.vecMulVec a (star b)

/-- The operator `|u><u|` belonging to a state vector `u`. -/
def proj (u : n → ℂ) : Matrix n n ℂ := ketBra u u

/-- The ordered product `P_0 P_1 ... P_N` along a list of `N + 1` states. -/
def chain [DecidableEq n] {N : ℕ} (u : Fin (N + 1) → n → ℂ) : Matrix n n ℂ :=
  (List.ofFn fun j => proj (u j)).prod

/-- Transition operators compose through an overlap: `|a><b| |c><d| = <b, c> |a><d|`. -/
theorem ketBra_mul (a b c d : n → ℂ) :
    ketBra a b * ketBra c d = overlap b c • ketBra a d := by
  ext i j
  simp only [ketBra, overlap, Matrix.mul_apply, Matrix.vecMulVec_apply, Matrix.smul_apply,
    smul_eq_mul, dotProduct, Finset.sum_mul]
  exact Finset.sum_congr rfl fun k _ => by ring

/-- The trace of `|a><b|` is the overlap `<b, a>`. -/
theorem trace_ketBra (a b : n → ℂ) : (ketBra a b).trace = overlap b a := by
  simp only [Matrix.trace, Matrix.diag_apply, ketBra, Matrix.vecMulVec_apply, overlap, dotProduct]
  exact Finset.sum_congr rfl fun k _ => mul_comm _ _

/-- For a unit vector `u`, the operator `|u><u|` is Hermitian and idempotent. -/
theorem proj_isProjector (u : n → ℂ) (hu : overlap u u = 1) :
    (proj u).IsHermitian ∧ proj u * proj u = proj u := by
  constructor
  · ext i j
    simp [proj, ketBra, Matrix.vecMulVec_apply, mul_comm]
  · rw [proj, ketBra_mul, hu, one_smul]

omit [Fintype n] in
/-- Multiplying a state vector by a unit phase leaves its operator `|u><u|` unchanged. -/
theorem proj_phase (c : ℂ) (hc : ‖c‖ = 1) (u : n → ℂ) : proj (c • u) = proj u := by
  have h : c * star c = 1 := by
    change c * (starRingEnd ℂ) c = 1
    rw [Complex.mul_conj, Complex.normSq_eq_norm_sq, hc]
    norm_num
  ext i j
  simp only [proj, ketBra, Matrix.vecMulVec_apply, Pi.smul_apply, Pi.star_apply, smul_eq_mul,
    star_mul']
  linear_combination (u i * star (u j)) * h

/-- The ordered product `P_0 ... P_N` is the product of the overlaps of successive states
times the transition operator `|u_0><u_N|`. -/
theorem chain_eq [DecidableEq n] {N : ℕ} (u : Fin (N + 1) → n → ℂ) :
    chain u = (∏ j : Fin N, overlap (u j.castSucc) (u j.succ)) •
      ketBra (u 0) (u (Fin.last N)) := by
  induction N with
  | zero => simp [chain, proj, List.ofFn_succ]
  | succ N ih =>
    -- split off the first projector and contract it with the remaining chain
    have h : chain u = proj (u 0) * chain (fun j : Fin (N + 1) => u j.succ) := by
      unfold chain
      rw [List.ofFn_succ, List.prod_cons]
    rw [h, ih, proj, Matrix.mul_smul, ketBra_mul, smul_smul, Fin.prod_univ_succ]
    exact congrArg₂ (· • ·) (mul_comm _ _) rfl

/-- The trace of `P_0 P_1 ... P_N` is the cyclic product of the overlaps `<u_j, u_(j+1)>`,
where the state after the last one is the first. -/
theorem trace_chain [DecidableEq n] {N : ℕ} (u : Fin (N + 1) → n → ℂ) :
    (chain u).trace = ∏ j : Fin (N + 1), overlap (u j) (u (j + 1)) := by
  have h : ∀ j : Fin N, j.castSucc + 1 = j.succ := fun j => Fin.coeSucc_eq_succ
  -- the trace supplies the overlap that closes the loop
  rw [chain_eq, Matrix.trace_smul, trace_ketBra, smul_eq_mul, Fin.prod_univ_castSucc,
    Fin.last_add_one]
  simp only [h]

/-- An operator between two state projectors reduces to its matrix element:
`P_u A P_v = <u, A v> |u><v|`. -/
theorem proj_mul_mul_proj (u v : n → ℂ) (A : Matrix n n ℂ) :
    proj u * A * proj v = overlap u (A *ᵥ v) • ketBra u v := by
  have h : A * ketBra v v = ketBra (A *ᵥ v) v := by
    ext i j
    simp only [ketBra, Matrix.mul_apply, Matrix.vecMulVec_apply, Matrix.mulVec, dotProduct,
      Finset.sum_mul, mul_assoc]
  rw [mul_assoc, proj, proj, h, ketBra_mul]

/-- Cutting a loop along the chord from `u` to `v`: the trace around the whole loop times
`tr(P_u P_v)` is the product of the traces around the two parts. The operators `A` and `B`
on the two arcs are arbitrary. -/
theorem trace_cut_loop (u v : n → ℂ) (A B : Matrix n n ℂ) :
    (proj u * A * proj v * B).trace * (proj u * proj v).trace =
      (proj u * A * proj v).trace * (proj u * proj v * B).trace := by
  have h : proj u * proj v = overlap u v • ketBra u v := ketBra_mul u u v v
  -- `P_u A P_v` and `P_u P_v` are both multiples of `|u><v|`
  rw [proj_mul_mul_proj, h]
  simp only [Matrix.smul_mul, Matrix.trace_smul, smul_eq_mul]
  ring

/-- Three state vectors of a two-level system. -/
def triad : Fin 3 → Fin 2 → ℂ :=
  ![![1, 0], ![3 / 5, 4 / 5], ![3 / 5, 4 / 5 * Complex.I]]

/-- The three vectors of `triad` are normalised, and the trace of the product of their
projectors is `(81 + 144 i) / 625`. -/
theorem trace_chain_triad :
    (∀ j, overlap (triad j) (triad j) = 1) ∧
      (chain triad).trace = (81 + 144 * Complex.I) / 625 := by
  -- the numerals in the amplitudes are real
  have c3 : (starRingEnd ℂ) 3 = 3 := by
    apply Complex.ext <;> simp [Complex.conj_re, Complex.conj_im]
  have c4 : (starRingEnd ℂ) 4 = 4 := by
    apply Complex.ext <;> simp [Complex.conj_re, Complex.conj_im]
  have c5 : (starRingEnd ℂ) 5 = 5 := by
    apply Complex.ext <;> simp [Complex.conj_re, Complex.conj_im]
  constructor
  · intro j
    fin_cases j <;> simp [triad, overlap, dotProduct, Fin.sum_univ_two, c3, c4, c5] <;>
      first
        | ring1
        | linear_combination (-16 / 25 : ℂ) * Complex.I_sq
  · have h1 : (1 : Fin 3) + 1 = 2 := rfl
    have h2 : (2 : Fin 3) + 1 = 0 := rfl
    rw [trace_chain, Fin.prod_univ_three, zero_add, h1, h2]
    simp [triad, overlap, dotProduct, Fin.sum_univ_two, c3, c4, c5]
    ring1

end

end ProjectorLoopTrace
```

```lean
#print axioms ProjectorLoopTrace.proj_phase
#print axioms ProjectorLoopTrace.trace_chain
#print axioms ProjectorLoopTrace.trace_cut_loop
#print axioms ProjectorLoopTrace.trace_chain_triad
```

```
'ProjectorLoopTrace.proj_phase' depends on axioms: [propext, Classical.choice, Quot.sound]
'ProjectorLoopTrace.trace_chain' depends on axioms: [propext, Classical.choice, Quot.sound]
'ProjectorLoopTrace.trace_cut_loop' depends on axioms: [propext, Classical.choice, Quot.sound]
'ProjectorLoopTrace.trace_chain_triad' depends on axioms: [propext, Classical.choice, Quot.sound]
```

### What the theorems say about the states

A state vector is a function `n → ℂ` on a finite index type, that is, a list of amplitudes in an orthonormal basis. `overlap` is conjugate-linear in its first argument, `ketBra a b` is $|a\rangle\langle b|$, and `proj u` is $|u\rangle\langle u|$. The loop is indexed by `Fin (N + 1)`, where adding 1 to the last index gives 0; this encodes $u_{N+1}=u_0$. `chain u` multiplies the operators in list order, since matrices do not commute.

`trace_chain` is the identity itself, for arbitrary vectors. Normalisation enters in `proj_isProjector`, which shows that $|u\rangle\langle u|$ is then Hermitian and idempotent. `proj_phase` states phase invariance for a single projector; invariance of the whole product follows by substituting it into each factor.

`trace_cut_loop` cuts a loop along a chord, for arbitrary matrices $A$ and $B$:
$$\operatorname{tr}(P_uAP_vB)\operatorname{tr}(P_uP_v)=\operatorname{tr}(P_uAP_v)\operatorname{tr}(P_uP_vB).$$
`trace_chain_triad` gives three normalised two-level states with trace $(81+144i)/625$, so three states suffice for a non-real value.

The theorems concern finitely many pure states in finite dimension. They do not define the phase angle, treat degenerate bands or take a continuum limit.

### How the proof follows the contraction

`ketBra_mul` and `trace_ketBra` are the two rules, proved entry by entry. In `chain_eq`, the induction splits off the first projector with `List.prod_cons`, applies the hypothesis to the remaining states and contracts with `ketBra_mul`.

In `trace_chain`, `Fin.prod_univ_castSucc` separates the last factor of the cyclic product, and `Fin.last_add_one` identifies it as the overlap with state 0. The other factors match the open chain.

For the cut, `proj_mul_mul_proj` reduces $P_uAP_v$ to $\langle u,Av\rangle|u\rangle\langle v|$. Both sides then contain the same scalar factors, and `ring` reorders them. The triad is evaluated through `trace_chain`: its overlaps are $3/5$, $(9+16i)/25$ and $3/5$.

### Overlaps in a band-structure code

Take a single isolated band, a fixed finite orthonormal basis and a closed parameter loop at whose end the Hamiltonian matrix is the same as at its start. A code can then diagonalise the Hamiltonian at each point of the loop, multiply successive overlaps and take the argument of the result. The eigensolver's phases cancel, provided that the last overlap uses the stored first vector and not a newly computed one. No projector matrix has to be built: each overlap costs $O(n)$ operations. If an overlap vanishes, the product is zero and has no phase; a nearly vanishing one calls for a finer mesh.
